# Scaling a state with finite T, W > 0 in the attraction −g/r^m, m > 2, gives an energy maximum and no minimum

## Why does the virial relation hold at an energy maximum?

When I compress a trial function in the attraction −g/r³, its energy falls to minus infinity, and the only stationary scale is a maximum. Yet at that scale the virial relation 2T = 3W holds exactly, where T is the kinetic energy and −W the potential energy. I had taken that relation as the sign of an optimised scale. Is my trial function at fault, or the potential?

## The attraction outgrows the cost of confinement

The potential is at fault. For every real m > 2, any differentiable normalised state with finite T > 0 and W > 0 can be scaled to an energy below any bound. Among all scales l > 0 exactly one is stationary, and it is the strict global maximum. The virial relation only says that the slope in the scale vanishes, which is as true at a maximum as at a minimum.

**From the integrals to the scaling law.** Take one particle in d dimensions, in atomic units, with coupling strength g and r = |x|. For a state ψ, define

T = ½ ∫ Σᵢ |∂ᵢψ|² dx,  W = g ∫ |ψ|²/r^m dx.

The energy is T − W. For a scale l > 0 the scaled state is

ψₗ(x) = l^(d/2) ψ(lx),

so a larger l means a more compressed state. Substitute y = lx, dy = l^d dx. The norm is unchanged:

∫ |ψₗ(x)|² dx = ∫ l^d |ψ(lx)|² dx = ∫ |ψ(y)|² dy.

By the chain rule each derivative of ψₗ brings down one factor l, so the kinetic energy is multiplied by l². Since 1/|x|^m = l^m/|lx|^m, the attraction is multiplied by l^m. Hence

E(l) = l²T − l^m W.

The condition m > 2 says that the attraction grows faster under compression than the kinetic energy of confinement.

**The stationary scale.** The slope is

E′(l) = 2lT − m l^(m−1) W = l (2T − mW l^(m−2)).

For l > 0 it vanishes exactly when l^(m−2) mW = 2T, that is, at

l₀ = (2T/(mW))^(1/(m−2)).

Multiplying the condition by l₀² gives 2(l₀²T) = m(l₀^m W), which is your virial relation for the scaled state.

**Why it is a maximum.** Write l = l₀s with s > 0. Using l₀²T = (m/2) l₀^m W,

E(l₀) − E(l₀s) = l₀²T(1 − s²) − l₀^m W(1 − s^m)

= l₀^m W [s^m − 1 − (m/2)(s² − 1)].

Bernoulli's strict inequality, (1 + u)^p > 1 + pu for p > 1, u ≥ −1 and u ≠ 0, applies with u = s² − 1 and p = m/2. The bracket is therefore positive for every s ≠ 1, so every other scale has lower energy than l₀.

**No minimum and no lower bound.** Write

E(l) = −l² (l^(m−2) W − T).

Once l ≥ 1 and l^(m−2) W ≥ T + 1, this gives E(l) ≤ −l² ≤ −l, so E(l) → −∞. A local minimum at some l > 0 would have zero slope and so would lie at l₀, but all neighbouring scales have lower energy. Finally, for any bound B, a large enough l gives a normalised state ψₗ with energy below B.

**What m > 2 is needed for.** The condition m ≥ 2 would not be enough. With m = 2, T = 2 and W = 1 the energy is E(l) = l², which rises without limit and has no stationary point on l > 0. In the Coulomb case m = 1, with T = W = 1, E(l) = l² − l has its minimum at l = ½, and there the virial relation does mark the best scale.

For variational work on one particle in a pure −g/r^m attraction with m > 2, a satisfied virial relation is thus no evidence of an optimised scale, and an optimiser that keeps compressing the state is following the model correctly.

**The same statements in Lean.** `Space d` is d-dimensional Euclidean space, and a state is a function `ψ : Space d → ℂ`. `dilate l ψ` is ψₗ, while `kinetic ψ` and `attraction g m ψ` are the integrals T and W; the sign convention makes W positive for an attraction. `scaledEnergy T W m` is E as a function of l, with a real exponent m, and `criticalScale T W m` is l₀.

The theorem `fall_to_centre` concerns real numbers T, W > 0 and m > 2. It states four things: E tends to minus infinity (`Tendsto … atTop atBot`), l₀ is positive, E has derivative zero at l > 0 if and only if l = l₀, and E(l) < E(l₀) for every other l > 0. `not_isLocalMin` excludes a local minimum at any l > 0.

`energy_unbounded_below` returns to wavefunctions. It assumes that ψ is differentiable everywhere and normalised, with `0 < kinetic ψ` and `0 < attraction g m ψ`. Lean gives the integral of a non-integrable function the value zero, so these two inequalities also guarantee that both integrals are finite; the second forces g > 0 as well. The state itself is assumed and not constructed. For g > 0 and d ≥ 1, a smooth normalised function that vanishes near the origin and outside a ball would serve.

Differentiability everywhere excludes functions with a cusp at the origin, such as e^(−r). Finite W is a restriction too: for m ≥ d, which includes −g/r³ in three dimensions, a differentiable ψ must vanish at the origin. A Gaussian centred there has infinite W, so its energy is minus infinity at every scale and there is no maximum to find. The potential is a pure power down to r = 0, with no short-range repulsion or cutoff. "Fall to the centre" here means energy unbounded below under compression; the theorems do not follow a particle's motion in time, nor do they treat the borderline case m = 2 with strong coupling.

```lean
import Mathlib

open MeasureTheory Filter Topology

namespace FallToCentre

noncomputable section

/-- Configuration space of one particle in `d` dimensions. -/
abbrev Space (d : ℕ) := EuclideanSpace ℝ (Fin d)

/-- The scaled state `l^(d/2) ψ(l x)`, for a scale `l > 0`. -/
def dilate {d : ℕ} (l : ℝ) (ψ : Space d → ℂ) : Space d → ℂ :=
  fun x => Real.sqrt (l ^ d) • ψ (l • x)

/-- The kinetic energy `T`, half the integral of the squared gradient (atomic units). -/
def kinetic {d : ℕ} (ψ : Space d → ℂ) : ℝ :=
  1 / 2 * ∫ x, ∑ i, ‖fderiv ℝ ψ x (EuclideanSpace.single i 1)‖ ^ 2

/-- The strength `W` of the attraction: for a normalised state with a finite integral, minus the
mean value of the potential `-g / r^m`, which is defined for `r ≠ 0`. -/
def attraction {d : ℕ} (g m : ℝ) (ψ : Space d → ℂ) : ℝ :=
  g * ∫ x, ‖x‖ ^ (-m) * ‖ψ x‖ ^ 2

/-- The energy `E(l) = l² T - l^m W` as a function of the scale `l > 0`. -/
def scaledEnergy (T W m l : ℝ) : ℝ := l ^ 2 * T - l ^ m * W

/-- The scale `(2T / (m W))^(1/(m-2))`, for `T, W > 0` and `m > 2`. -/
def criticalScale (T W m : ℝ) : ℝ := (2 * T / (m * W)) ^ (m - 2)⁻¹

/-- Change of variables: compressing a density by `l > 0` and multiplying it by `l^d`
leaves its integral unchanged. -/
theorem integral_dilate {d : ℕ} {l : ℝ} (hl : 0 < l) (f : Space d → ℝ) :
    ∫ x, l ^ d * f (l • x) = ∫ x, f x := by
  have hp : 0 < l ^ d := pow_pos hl d
  rw [integral_const_mul, Measure.integral_comp_smul, finrank_euclideanSpace_fin,
    abs_of_pos (inv_pos.2 hp), smul_eq_mul, mul_inv_cancel_left₀ hp.ne']

/-- The probability density of the state scaled by `l > 0` is `l^d |ψ(l x)|²`. -/
theorem density_dilate {d : ℕ} {l : ℝ} (hl : 0 < l) (ψ : Space d → ℂ) (x : Space d) :
    ‖dilate l ψ x‖ ^ 2 = l ^ d * ‖ψ (l • x)‖ ^ 2 := by
  unfold dilate
  rw [norm_smul, mul_pow, Real.norm_eq_abs, sq_abs, Real.sq_sqrt (pow_pos hl d).le]

/-- Scaling a differentiable state by `l > 0` multiplies its kinetic energy by `l²`. -/
theorem kinetic_dilate {d : ℕ} {l : ℝ} (hl : 0 < l) {ψ : Space d → ℂ}
    (hψ : Differentiable ℝ ψ) : kinetic (dilate l ψ) = l ^ 2 * kinetic ψ := by
  -- chain rule: each derivative brings down one factor `l`
  have h3 : ∀ x v : Space d, fderiv ℝ (dilate l ψ) x v
      = Real.sqrt (l ^ d) • l • fderiv ℝ ψ (l • x) v := by
    intro x v
    have h1 : HasFDerivAt (fun y : Space d => l • y)
        (l • ContinuousLinearMap.id ℝ (Space d)) x :=
      (l • ContinuousLinearMap.id ℝ (Space d)).hasFDerivAt
    have h2 : HasFDerivAt (dilate l ψ) (Real.sqrt (l ^ d) •
        (fderiv ℝ ψ (l • x)).comp (l • ContinuousLinearMap.id ℝ (Space d))) x :=
      ((hψ (l • x)).hasFDerivAt.comp x h1).const_smul (Real.sqrt (l ^ d))
    rw [h2.fderiv]
    simp
  have h4 : ∀ x : Space d,
      ∑ i, ‖fderiv ℝ (dilate l ψ) x (EuclideanSpace.single i 1)‖ ^ 2
      = l ^ d * (l ^ 2 * ∑ i, ‖fderiv ℝ ψ (l • x) (EuclideanSpace.single i 1)‖ ^ 2) := by
    intro x
    rw [Finset.mul_sum, Finset.mul_sum]
    refine Finset.sum_congr rfl fun i _ => ?_
    simp only [h3, norm_smul, mul_pow, Real.norm_eq_abs, sq_abs,
      Real.sq_sqrt (pow_pos hl d).le]
  unfold kinetic
  simp only [h4]
  rw [integral_dilate hl (fun y => l ^ 2 *
    ∑ i, ‖fderiv ℝ ψ y (EuclideanSpace.single i 1)‖ ^ 2), integral_const_mul]
  ring

/-- Scaling a state by `l > 0` multiplies its attraction by `l^m`. -/
theorem attraction_dilate {d : ℕ} {l : ℝ} (hl : 0 < l) (g m : ℝ) (ψ : Space d → ℂ) :
    attraction g m (dilate l ψ) = l ^ m * attraction g m ψ := by
  have h : ∀ x : Space d, ‖x‖ ^ (-m) * ‖dilate l ψ x‖ ^ 2
      = l ^ d * (l ^ m * (‖l • x‖ ^ (-m) * ‖ψ (l • x)‖ ^ 2)) := by
    intro x
    have h1 : l ^ m * l ^ (-m) = 1 := by
      rw [← Real.rpow_add hl, add_neg_cancel, Real.rpow_zero]
    rw [density_dilate hl, norm_smul, Real.norm_eq_abs, abs_of_pos hl,
      Real.mul_rpow hl.le (norm_nonneg x)]
    linear_combination (-(l ^ d * ‖x‖ ^ (-m) * ‖ψ (l • x)‖ ^ 2)) * h1
  unfold attraction
  simp only [h]
  rw [integral_dilate hl (fun y => l ^ m * (‖y‖ ^ (-m) * ‖ψ y‖ ^ 2)), integral_const_mul]
  ring

/-- For `T, W > 0` and `m > 2`, a scale `l > 0` is the critical one exactly when
`l^(m-2) m W = 2 T`. -/
theorem eq_criticalScale_iff {T W m l : ℝ} (hT : 0 < T) (hW : 0 < W) (hm : 2 < m)
    (hl : 0 < l) : l = criticalScale T W m ↔ l ^ (m - 2) * (m * W) = 2 * T := by
  have hmW : 0 < m * W := mul_pos (by linarith) hW
  unfold criticalScale
  rw [Real.eq_rpow_inv hl.le (div_pos (by linarith) hmW).le (by linarith),
    eq_div_iff hmW.ne']

/-- The slope of the scaled energy at `l > 0` is `2 l T - m l^(m-1) W`. -/
theorem scaledEnergy_hasDerivAt (T W m : ℝ) {l : ℝ} (hl : 0 < l) :
    HasDerivAt (scaledEnergy T W m) (2 * l * T - m * l ^ (m - 1) * W) l := by
  have h1 := (hasDerivAt_pow 2 l).mul_const T
  have h2 := (Real.hasDerivAt_rpow_const (p := m) (Or.inl hl.ne')).mul_const W
  exact (h1.fun_sub h2).congr_deriv (by norm_num)

/-- Fall to the centre: for `T, W > 0` and `m > 2` the scaled energy tends to minus infinity
as `l` grows, and its only stationary point on `l > 0` is a strict global maximum there. -/
theorem fall_to_centre {T W m : ℝ} (hT : 0 < T) (hW : 0 < W) (hm : 2 < m) :
    Tendsto (scaledEnergy T W m) atTop atBot ∧
    0 < criticalScale T W m ∧
    (∀ l, 0 < l → (HasDerivAt (scaledEnergy T W m) 0 l ↔ l = criticalScale T W m)) ∧
    (∀ l, 0 < l → l ≠ criticalScale T W m →
      scaledEnergy T W m l < scaledEnergy T W m (criticalScale T W m)) := by
  have hm0 : 0 < m := by linarith
  have ha : 0 < criticalScale T W m := Real.rpow_pos_of_pos (by positivity) _
  have split : ∀ l : ℝ, 0 < l → l ^ m = l ^ (m - 2) * l ^ 2 := by
    intro l hl
    rw [← Real.rpow_two, ← Real.rpow_add hl]
    congr 1
    ring
  refine ⟨?_, ha, ?_, ?_⟩
  · -- for large `l` the attraction wins and `E(l) ≤ -l`
    have h := (tendsto_rpow_atTop (show 0 < m - 2 by linarith)).atTop_mul_const hW
    refine tendsto_atBot_mono' _ ?_ tendsto_neg_atTop_atBot
    filter_upwards [h.eventually_ge_atTop (T + 1), eventually_ge_atTop (1 : ℝ)] with l h1 h2
    unfold scaledEnergy
    rw [split l (by linarith)]
    nlinarith [mul_le_mul_of_nonneg_left h1 (sq_nonneg l)]
  · intro l hl
    have hs : l ^ (m - 1) = l ^ (m - 2) * l := by
      rw [← Real.rpow_add_one hl.ne']
      congr 1
      ring
    have hd := scaledEnergy_hasDerivAt T W m hl
    rw [hs] at hd
    rw [eq_criticalScale_iff hT hW hm hl]
    constructor
    · intro h
      have h0 := hd.unique h
      apply mul_left_cancel₀ hl.ne'
      linear_combination -h0
    · intro h
      exact hd.congr_deriv (by linear_combination -l * h)
  · intro l hl hne
    have hv := (eq_criticalScale_iff hT hW hm ha).1 rfl
    generalize criticalScale T W m = a at ha hne hv ⊢
    -- measure the scale in units of the critical one
    obtain ⟨s, hs, rfl⟩ : ∃ s, 0 < s ∧ l = a * s :=
      ⟨l / a, div_pos hl ha, by field_simp⟩
    have hs1 : s ^ 2 - 1 ≠ 0 := by
      intro h
      apply hne
      have : s = 1 := by nlinarith
      rw [this, mul_one]
    -- strict Bernoulli inequality for `s²` with exponent `m/2`
    have hb := one_add_mul_self_lt_rpow_one_add
      (show -1 ≤ s ^ 2 - 1 by nlinarith [sq_nonneg s]) hs1 (show 1 < m / 2 by linarith)
    have hpow : (1 + (s ^ 2 - 1)) ^ (m / 2) = s ^ m := by
      rw [show 1 + (s ^ 2 - 1) = s ^ (2 : ℝ) by rw [Real.rpow_two]; ring,
        ← Real.rpow_mul hs.le]
      congr 1
      ring
    rw [hpow] at hb
    have hK : a ^ 2 * T = m / 2 * (a ^ m * W) := by
      rw [split a ha]
      linear_combination (-(a ^ 2) / 2) * hv
    have hpos := mul_pos (mul_pos (Real.rpow_pos_of_pos ha m) hW) (sub_pos.2 hb)
    unfold scaledEnergy
    rw [Real.mul_rpow ha.le hs.le]
    have e : (a ^ 2 * T - a ^ m * W) - ((a * s) ^ 2 * T - a ^ m * s ^ m * W)
        = a ^ m * W * (s ^ m - (1 + m / 2 * (s ^ 2 - 1))) := by
      linear_combination (1 - s ^ 2) * hK
    linarith

/-- For `T, W > 0` and `m > 2`, no scale `l > 0` is even a local minimum of the energy. -/
theorem not_isLocalMin {T W m l : ℝ} (hT : 0 < T) (hW : 0 < W) (hm : 2 < m) (hl : 0 < l) :
    ¬ IsLocalMin (scaledEnergy T W m) l := by
  intro h
  obtain ⟨-, -, hstat, hmax⟩ := fall_to_centre hT hW hm
  have hd := scaledEnergy_hasDerivAt T W m hl
  have hc := (hstat l hl).1 (hd.congr_deriv (h.hasDerivAt_eq_zero hd))
  -- a slightly larger scale already has lower energy
  have h' : ∀ᶠ x in 𝓝 l, scaledEnergy T W m l ≤ scaledEnergy T W m x := h
  have hr : ∀ᶠ x in 𝓝[>] l, l < x := self_mem_nhdsWithin
  obtain ⟨x, hx, hlx⟩ := ((h'.filter_mono nhdsWithin_le_nhds).and hr).exists
  have hlt := hmax x (hl.trans hlx) (by rw [← hc]; exact hlx.ne')
  rw [← hc] at hlt
  exact not_lt_of_ge hx hlt

/-- If a differentiable normalised state has `T > 0` and `W > 0` in the potential `-g / r^m`
with `m > 2`, then scaling it gives normalised states with energy below any bound `B`. -/
theorem energy_unbounded_below {d : ℕ} {g m : ℝ} {ψ : Space d → ℂ} (hm : 2 < m)
    (hψ : Differentiable ℝ ψ) (hnorm : ∫ x, ‖ψ x‖ ^ 2 = 1)
    (hT : 0 < kinetic ψ) (hW : 0 < attraction g m ψ) (B : ℝ) :
    ∃ l : ℝ, 0 < l ∧ ∫ x, ‖dilate l ψ x‖ ^ 2 = 1 ∧
      kinetic (dilate l ψ) - attraction g m (dilate l ψ) < B := by
  obtain ⟨l, hB, hl⟩ := (((fall_to_centre hT hW hm).1.eventually_lt_atBot B).and
    (eventually_gt_atTop (0 : ℝ))).exists
  refine ⟨l, hl, ?_, ?_⟩
  · simp only [density_dilate hl]
    rw [integral_dilate hl (fun y => ‖ψ y‖ ^ 2), hnorm]
  · rw [kinetic_dilate hl hψ, attraction_dilate hl]
    exact hB

end

end FallToCentre
```

```lean
#print axioms FallToCentre.not_isLocalMin
-- 'FallToCentre.not_isLocalMin' depends on axioms: [propext, Classical.choice, Quot.sound]
#print axioms FallToCentre.energy_unbounded_below
-- 'FallToCentre.energy_unbounded_below' depends on axioms: [propext, Classical.choice, Quot.sound]
```

**The lemmas and the steps above.** `integral_dilate` is the substitution y = lx. `density_dilate` computes |ψₗ|², and together they give conservation of the norm. `kinetic_dilate` applies the chain rule to each partial derivative and then changes variables. `attraction_dilate` needs no derivative: it rewrites the integrand of W in terms of lx, with l^m · l^(−m) = 1 supplying the factor l^m, and then changes variables.

`scaledEnergy_hasDerivAt` computes the slope, and `eq_criticalScale_iff` turns l = l₀ into the equation l^(m−2) mW = 2T.

Inside `fall_to_centre`, the auxiliary statement `split` writes l^m as l^(m−2) l². For the limit, `filter_upwards` collects the two conditions on large l, and `nlinarith` derives E(l) ≤ −l from them. For the stationary point, `hd.unique` equates the computed slope with zero, and cancelling the factor l leaves the equation for l₀.

For the maximum, the code calls the critical scale `a` and writes l as `a * s`. Bernoulli's inequality is `one_add_mul_self_lt_rpow_one_add`; `hK` is the virial relation at the critical scale, and `e` is the formula for E(l₀) − E(l₀s). The product `hpos` is positive, which settles the comparison.

`not_isLocalMin` uses the vanishing slope to place a supposed local minimum at l₀, then picks a slightly larger scale, where the energy is lower. `energy_unbounded_below` takes a positive l with E(l) < B from the limit and uses the scaling lemmas to read E(l) as the energy of the normalised state ψₗ.
